# WAHUHA, MREV-8 and Lee-Goldburg: zero mean dipolar coupling, with mean toggling directions of length 1/√3, √2/3 and 1/√3

In a proton-rich solid, dipolar couplings between like spins can hide the chemical shifts. Homonuclear decoupling drives the spins so that the coupling averages out, but the shift is averaged too. Two questions follow: does the mean coupling vanish, and how much of the shift survives?

In the toggling frame, which follows the rotation by the pulses or, for Lee-Goldburg, by the effective field of off-resonance irradiation, I_z becomes n·I, where the unit vector n is the toggling direction. The secular coupling of spins I and S, without its coupling constant, becomes

D(n) = 3(n·I)(n·S) − I·S.

Here S is a second spin of the same species, although the letter often denotes a different one. The mean of D(n) is zero for

- WAHUHA: directions x, y, z
- MREV-8: directions x, y, z, x, −y, z
- Lee-Goldburg: z precessing uniformly about (1,1,1)/√3

The discrete directions have equal dwell times. A shift term ω n·I averages to ω n̄·I, where n̄ is the mean direction, so the length of n̄ is the shift scaling factor.

## Scaled shifts in an average-Hamiltonian code

A code that replaces a decoupling cycle by its lowest-order average Hamiltonian, with ideal pulses, relies on these means when it drops the homonuclear couplings and rescales the shifts. For each cycle it can accumulate the vector n̄ and the 3×3 matrix M_ij = ⟨n_i n_j⟩, where ⟨ ⟩ is the time average. Each pair then contributes its coupling constant times

∑_ij (3M_ij − δ_ij) I_i S_j.

For MREV-8, M is one third of the identity and n̄ = (1/3, 0, 1/3). The pair terms vanish, and an offset of 3 kHz appears as √2 kHz, about 1.41 kHz.

## From second moments to the magic angle

Expanding both scalar products gives

D(n) = ∑_ij (3n_i n_j − δ_ij) I_i S_j.

The mean therefore vanishes if ⟨n_i n_j⟩ = δ_ij/3. For WAHUHA, the sum of n_i n_j over the three directions is δ_ij. For MREV-8, the sum over six directions is 2δ_ij, since the sign of −y drops out of the square. Both means are δ_ij/3. The mean directions are (1/3, 1/3, 1/3) and (1/3, 0, 1/3), with lengths √(3/9) = 1/√3 and √(2/9) = √2/3.

For precession of a unit vector v about a unit axis m, put c = m·v, u = v − cm and w = m×v. At angle φ the direction is

n(φ) = cm + u cos φ + w sin φ.

Over a full turn, cos φ, sin φ and sin φ cos φ average to zero, while cos² φ and sin² φ average to 1/2. Hence

⟨n⟩ = cm,
⟨n_i n_j⟩ = c² m_i m_j + ½(u_i u_j + w_i w_j).

The component w_i is the triple product of the i-th basis vector with m and v. The product of two such triple products is a determinant of scalar products, which expands to

w_i w_j = δ_ij(1 − c²) − m_i m_j − v_i v_j + c(m_i v_j + v_i m_j).

Also

u_i u_j = v_i v_j − c(m_i v_j + v_i m_j) + c² m_i m_j.

Adding these gives

u_i u_j + w_i w_j = (1 − c²)(δ_ij − m_i m_j),
3⟨n_i n_j⟩ − δ_ij = ½(3c² − 1)(3m_i m_j − δ_ij),

and therefore

⟨D⟩ = ½(3c² − 1) D(m).

For Lee-Goldburg, c = 1/√3. The prefactor is zero, and the mean direction has length c = 1/√3.

The same formula describes continuous on-resonance irradiation of constant phase, where z precesses about a perpendicular axis m. Then c = 0, the coupling becomes −½D(m), and the mean direction is zero.

## The Lean file

```lean
import Mathlib

open Matrix Real

namespace DipolarDecoupling

noncomputable section

variable {A : Type*} [Ring A] [Algebra ℝ A]
  {B : Type*} [NormedRing B] [NormedAlgebra ℝ B] [CompleteSpace B]

/-- The component `n · J` of a spin `J` along `n`, for a unit vector `n`. -/
def along (n : Fin 3 → ℝ) (J : Fin 3 → A) : A := ∑ i, n i • J i

/-- The dipolar coupling `D(n) = 3 (n·I)(n·S) - I·S`. -/
def dipolar (I S : Fin 3 → A) (n : Fin 3 → ℝ) : A :=
  (3 : ℝ) • (along n I * along n S) - ∑ i, I i * S i

/-- The mean over `N` intervals of equal duration, for `N > 0`. -/
def stepMean {E : Type*} [AddCommGroup E] [Module ℝ E] {N : ℕ} (f : Fin N → E) : E :=
  (N : ℝ)⁻¹ • ∑ k, f k

/-- The mean over one full turn of the precession angle, for continuous `f` with values in a
complete space. -/
def cycleMean {E : Type*} [NormedAddCommGroup E] [NormedSpace ℝ E] (f : ℝ → E) : E :=
  (2 * π)⁻¹ • ∫ φ in (0 : ℝ)..2 * π, f φ

/-- The Euclidean length of a vector in space. -/
def vecLength (v : Fin 3 → ℝ) : ℝ := √(v ⬝ᵥ v)

/-- The vector `v` turned by the angle `φ` about the unit axis `m` (Rodrigues formula). -/
def precess (m v : Fin 3 → ℝ) (φ : ℝ) : Fin 3 → ℝ :=
  cos φ • v + sin φ • crossProduct m v + (1 - cos φ) • ((m ⬝ᵥ v) • m)

/-- The toggling directions x, y, z of WAHUHA. -/
def wahuha : Fin 3 → Fin 3 → ℝ := ![![1, 0, 0], ![0, 1, 0], ![0, 0, 1]]

/-- The toggling directions x, y, z, x, -y, z of MREV-8. -/
def mrev8 : Fin 6 → Fin 3 → ℝ :=
  ![![1, 0, 0], ![0, 1, 0], ![0, 0, 1], ![1, 0, 0], ![0, -1, 0], ![0, 0, 1]]

/-- The Lee-Goldburg axis `(1,1,1)/√3`. -/
def magicAxis : Fin 3 → ℝ := fun _ => 1 / √3

/-- The dipolar coupling is a combination of the products `I_i S_j` with
coefficients `3 n_i n_j - δ_ij`. -/
theorem dipolar_expand (I S : Fin 3 → A) (n : Fin 3 → ℝ) :
    dipolar I S n = ∑ p : Fin 3 × Fin 3,
      (3 * (n p.1 * n p.2) - if p.1 = p.2 then (1 : ℝ) else 0) • (I p.1 * S p.2) := by
  simp only [dipolar, along, Fintype.sum_prod_type, Fin.sum_univ_three, add_mul, mul_add,
    smul_mul_assoc, mul_smul_comm, Fin.reduceEq, ↓reduceIte]
  module

/-- A pulse sequence with intervals of equal duration removes the dipolar coupling on average if the
mean of `n_i n_j` over its directions is `δ_ij / 3`. -/
theorem decouples_of_isotropic (I S : Fin 3 → A) {N : ℕ} (hN : 0 < N)
    (n : Fin N → Fin 3 → ℝ)
    (h : ∀ i j, stepMean (fun k => n k i * n k j) = if i = j then (1 / 3 : ℝ) else 0) :
    stepMean (fun k => dipolar I S (n k)) = 0 := by
  have hN' : (N : ℝ) ≠ 0 := by positivity
  simp only [stepMean, smul_eq_mul] at h
  simp only [stepMean, dipolar_expand]
  -- average each coefficient of I_i S_j
  rw [Finset.sum_comm, Finset.smul_sum]
  refine Finset.sum_eq_zero fun p _ => ?_
  rw [← Finset.sum_smul, smul_smul, Finset.sum_sub_distrib, ← Finset.mul_sum,
    Finset.sum_const, Finset.card_univ, Fintype.card_fin, nsmul_eq_mul, mul_sub,
    inv_mul_cancel_left₀ hN', mul_left_comm, h]
  split_ifs <;> norm_num

/-- WAHUHA averages the dipolar coupling to zero and leaves a mean direction of
length `1/√3`. -/
theorem wahuha_decouples (I S : Fin 3 → A) :
    stepMean (fun k => dipolar I S (wahuha k)) = 0 ∧
      vecLength (stepMean wahuha) = 1 / √3 := by
  constructor
  · refine decouples_of_isotropic I S (by norm_num) _ fun i j => ?_
    fin_cases i <;> fin_cases j <;> simp [stepMean, wahuha, Fin.sum_univ_three]
  · have h : stepMean wahuha = fun _ => (1 / 3 : ℝ) := by
      ext i
      fin_cases i <;> simp [stepMean, wahuha, Fin.sum_univ_three]
    rw [h, vecLength, show (fun _ : Fin 3 => (1 / 3 : ℝ)) ⬝ᵥ (fun _ => 1 / 3) = 1 / 3 by
      norm_num [dotProduct, Fin.sum_univ_three], Real.sqrt_div (by norm_num), Real.sqrt_one]

/-- MREV-8 averages the dipolar coupling to zero and leaves a mean direction of
length `√2/3`. -/
theorem mrev8_decouples (I S : Fin 3 → A) :
    stepMean (fun k => dipolar I S (mrev8 k)) = 0 ∧
      vecLength (stepMean mrev8) = √2 / 3 := by
  constructor
  · refine decouples_of_isotropic I S (by norm_num) _ fun i j => ?_
    fin_cases i <;> fin_cases j <;> simp [stepMean, mrev8, Fin.sum_univ_six] <;> norm_num
  · have h : stepMean mrev8 = ![(1 / 3 : ℝ), 0, 1 / 3] := by
      ext i
      fin_cases i <;> simp [stepMean, mrev8, Fin.sum_univ_six] <;> norm_num
    have hd : ![(1 / 3 : ℝ), 0, 1 / 3] ⬝ᵥ ![1 / 3, 0, 1 / 3] = 2 / 3 ^ 2 := by
      simp [dotProduct, Fin.sum_univ_three]
      norm_num
    rw [h, vecLength, hd, Real.sqrt_div (by norm_num), Real.sqrt_sq (by norm_num)]

/-- The integral over one turn of a product of two signals, each a constant plus
a first harmonic. -/
theorem integral_harmonics (p q r a b c : ℝ) :
    ∫ φ in (0 : ℝ)..2 * π, (p + q * cos φ + r * sin φ) * (a + b * cos φ + c * sin φ) =
      2 * π * (p * a + (q * b + r * c) / 2) := by
  have hd : ∀ x : ℝ, HasDerivAt (fun φ => (p * a + (q * b + r * c) / 2) * φ +
      (p * b + q * a) * sin φ - (p * c + r * a) * cos φ +
      (q * b - r * c) / 2 * (sin φ * cos φ) + (q * c + r * b) / 2 * (sin φ * sin φ))
      ((p + q * cos x + r * sin x) * (a + b * cos x + c * sin x)) x := by
    intro x
    have s := Real.hasDerivAt_sin x
    have k := Real.hasDerivAt_cos x
    refine ((((((hasDerivAt_id' x).const_mul _).fun_add (s.const_mul _)).fun_sub
      (k.const_mul _)).fun_add ((s.fun_mul k).const_mul _)).fun_add
      ((s.fun_mul s).const_mul _)).congr_deriv ?_
    linear_combination (-(q * b + r * c) / 2) * Real.sin_sq_add_cos_sq x
  rw [intervalIntegral.integral_eq_sub_of_hasDerivAt (fun x _ => hd x)
    (Continuous.intervalIntegrable (by fun_prop) _ _)]
  simp only [Real.sin_two_pi, Real.cos_two_pi, Real.sin_zero, Real.cos_zero]
  ring

/-- For a unit vector `v` precessing about a unit axis `m`, the mean dipolar coupling
is `D(m)` scaled by `(3 (m·v)² - 1)/2`. -/
theorem precession_mean_dipolar (I S : Fin 3 → B) (m v : Fin 3 → ℝ)
    (hm : m ⬝ᵥ m = 1) (hv : v ⬝ᵥ v = 1) :
    cycleMean (fun φ => dipolar I S (precess m v φ)) =
      ((3 * (m ⬝ᵥ v) ^ 2 - 1) / 2) • dipolar I S m := by
  have hp : ∀ φ k, precess m v φ k = (m ⬝ᵥ v) * m k +
      (v k - (m ⬝ᵥ v) * m k) * cos φ + crossProduct m v k * sin φ := by
    intro φ k
    simp only [precess, Pi.add_apply, Pi.smul_apply, smul_eq_mul]
    ring
  -- products of components of m × v
  have hg : ∀ i j, crossProduct m v i * crossProduct m v j =
      (if i = j then (1 : ℝ) else 0) * ((m ⬝ᵥ m) * (v ⬝ᵥ v) - (m ⬝ᵥ v) ^ 2) -
      m i * m j * (v ⬝ᵥ v) - v i * v j * (m ⬝ᵥ m) +
      (m ⬝ᵥ v) * (m i * v j + v i * m j) := by
    intro i j
    fin_cases i <;> fin_cases j <;>
      simp [cross_apply, dotProduct, Fin.sum_univ_three] <;> ring
  have h2 : 2 * π ≠ 0 := by positivity
  simp only [cycleMean, dipolar_expand, hp]
  rw [intervalIntegral.integral_finsetSum, Finset.smul_sum, Finset.smul_sum]
  · refine Finset.sum_congr rfl fun p _ => ?_
    have g := hg p.1 p.2
    rw [hm, hv] at g
    rw [intervalIntegral.integral_smul_const, intervalIntegral.integral_sub,
      intervalIntegral.integral_const_mul, integral_harmonics,
      intervalIntegral.integral_const, smul_smul, smul_smul]
    · congr 1
      rw [inv_mul_eq_iff_eq_mul₀ h2, smul_eq_mul]
      linear_combination 3 * π * g
    all_goals exact Continuous.intervalIntegrable (by fun_prop) _ _
  · intro p _
    exact Continuous.intervalIntegrable (by fun_prop) _ _

/-- The mean over one turn of `precess m v` is `(m·v) m`. -/
theorem precession_mean_direction (m v : Fin 3 → ℝ) :
    cycleMean (precess m v) = (m ⬝ᵥ v) • m := by
  have hd : ∀ x : ℝ, HasDerivAt (fun φ => sin φ • v +
      (-cos φ) • crossProduct m v + (φ - sin φ) • ((m ⬝ᵥ v) • m)) (precess m v x) x := by
    intro x
    refine ((((Real.hasDerivAt_sin x).smul_const v).fun_add
      ((Real.hasDerivAt_cos x).fun_neg.smul_const (crossProduct m v))).fun_add
      (((hasDerivAt_id' x).fun_sub (Real.hasDerivAt_sin x)).smul_const
        ((m ⬝ᵥ v) • m))).congr_deriv ?_
    simp only [precess, neg_neg]
  have hc : Continuous (precess m v) := by
    unfold precess
    fun_prop
  rw [cycleMean, intervalIntegral.integral_eq_sub_of_hasDerivAt (fun x _ => hd x)
    (hc.intervalIntegrable _ _)]
  ext i
  simp only [Real.sin_two_pi, Real.cos_two_pi, Real.sin_zero, Real.cos_zero,
    Pi.smul_apply, Pi.sub_apply, Pi.add_apply, smul_eq_mul]
  field_simp
  ring

/-- Lee-Goldburg precession of z about `(1,1,1)/√3` averages the dipolar coupling to zero
and leaves a mean direction of length `1/√3`. -/
theorem leeGoldburg_decouples (I S : Fin 3 → B) :
    cycleMean (fun φ => dipolar I S (precess magicAxis ![0, 0, 1] φ)) = 0 ∧
      vecLength (cycleMean (precess magicAxis ![0, 0, 1])) = 1 / √3 := by
  have h3 : (1 / √3) * (1 / √3) = (1 / 3 : ℝ) := by
    rw [div_mul_div_comm, Real.mul_self_sqrt (by norm_num), one_mul]
  have hm : magicAxis ⬝ᵥ magicAxis = 1 := by
    simp only [dotProduct, magicAxis, Fin.sum_univ_three]
    linarith
  have hv : (![0, 0, 1] : Fin 3 → ℝ) ⬝ᵥ ![0, 0, 1] = 1 := by
    simp [dotProduct, Fin.sum_univ_three]
  have hmv : magicAxis ⬝ᵥ ![0, 0, 1] = 1 / √3 := by
    simp [dotProduct, magicAxis, Fin.sum_univ_three]
  constructor
  · -- the magic angle: 3 cos² θ = 1
    rw [precession_mean_dipolar I S _ _ hm hv, hmv,
      show (3 * (1 / √3) ^ 2 - 1) / 2 = (0 : ℝ) by rw [pow_two, h3]; norm_num, zero_smul]
  · rw [precession_mean_direction, hmv, vecLength, smul_dotProduct, dotProduct_smul, hm,
      smul_eq_mul, smul_eq_mul, mul_one, Real.sqrt_mul_self (by positivity)]

end

end DipolarDecoupling
```

```lean
#print axioms DipolarDecoupling.wahuha_decouples
#print axioms DipolarDecoupling.mrev8_decouples
#print axioms DipolarDecoupling.leeGoldburg_decouples
```

```
'DipolarDecoupling.wahuha_decouples' depends on axioms: [propext, Classical.choice, Quot.sound]
'DipolarDecoupling.mrev8_decouples' depends on axioms: [propext, Classical.choice, Quot.sound]
'DipolarDecoupling.leeGoldburg_decouples' depends on axioms: [propext, Classical.choice, Quot.sound]
```

## Spins, directions and means in the theorems

The components `I i` and `S i` are arbitrary elements of a real algebra, with indices 0, 1, 2 for x, y, z. No commutation relation or spin quantum number is assumed. The precession theorems for the coupling need a complete normed algebra because they integrate operators; finite complex matrices with an operator norm qualify.

`dipolar I S n` is D(n), `stepMean` averages over equal intervals, and `cycleMean` averages over one turn of the angle. `precess` is the Rodrigues rotation. `vecLength` is the Euclidean length, whereas Lean's default norm on these vectors is the largest absolute component.

`decouples_of_isotropic` states that the second-moment condition suffices for any nonempty list of directions. `wahuha_decouples`, `mrev8_decouples` and `leeGoldburg_decouples` each give the zero mean and the length.

## How the algebra and integrals are checked

`dipolar_expand` multiplies out the coupling. `decouples_of_isotropic` exchanges the sums over intervals and components, then inserts the second moment into each coefficient. For the two pulse sequences, `fin_cases` runs through the nine index pairs.

`integral_harmonics` differentiates an explicit antiderivative and evaluates it at 0 and 2π. In `precession_mean_dipolar`, `hp` puts the rotation into the form cm + u cos φ + w sin φ, `hg` is the identity for w_i w_j, and `linear_combination` joins them. `precession_mean_direction` uses a vector antiderivative, and the Lee-Goldburg theorem sets c = 1/√3.

## Zero mean coupling is not zero evolution

The theorems concern averages of D(n), not propagators. The step left to physics is the replacement of the true evolution over a cycle by evolution under the mean Hamiltonian. This is a good approximation when the cycle is short compared with the inverse of the couplings and offsets; higher-order terms remain.

The toggling directions are inputs, not derived from pulse phases or field strengths. The discrete lists assume ideal, instantaneous pulses and retain only the share of time spent along each direction, so the greater tolerance of MREV-8 to pulse imperfections is invisible here. Both spins follow the same direction, as like spins do under a uniform field when their offset differences are neglected in the toggling motion.
